# In the two-carrier Drude model, the longitudinal resistivity grows as $B^2$ for equal electron and hole densities and tends to a finite limit for unequal ones

When I fit magnetoresistance data from a semimetal with one electron band and one hole band, I take a closed formula for the longitudinal resistivity and adjust two densities and two mobilities. I also read the shape of the curve: growth as $B^2$ up to the highest fields suggests compensation, and a plateau suggests unequal densities.

The formula comes from adding two Drude conductivities. With electron density $n>0$ and mobility $a>0$, hole density $p\ge 0$ and mobility $b>0$, a perpendicular field $B$ and the carrier charge set to one,

$$\sigma(B)=\frac{na}{1+iaB}+\frac{pb}{1-ibB},\qquad s=na+pb,$$

$$\operatorname{Re}\frac1\sigma=\frac{s+ab(nb+pa)B^2}{s^2+a^2b^2(n-p)^2B^2}.$$

This should be constant for $p=0$, equal $(1+abB^2)/s$ for $n=p$, and tend to $(nb+pa)/\big(ab(n-p)^2\big)$ for $n\neq p$ as $B$ grows. I would like to see all of this derived rigorously and checked by machine, including the fact that $\sigma$ can be inverted at all. How does that go?

## One complex division gives the resistivity and its three regimes

All of it follows from inverting the summed conductivity, and the Lean file below proves each of these statements. Write vectors in the plane normal to the field as complex numbers, $E=E_x+iE_y$ and $j=j_x+ij_y$. The imaginary unit then stands for a quarter turn in space, not for a phase in time.

For one carrier type of density $n$ and mobility $\mu$, the steady balance is $j=n\mu E-i\mu Bj$. Collecting the current gives $(1+i\mu B)j=n\mu E$. The factor on the left has real part 1, so it is never zero, and

$$j=\frac{n\mu}{1+i\mu B}\,E .$$

Holes see the opposite sign of $B$. Adding the two conductivities over a common denominator gives

$$\sigma=\frac{na(1-ibB)+pb(1+iaB)}{(1+iaB)(1-ibB)}=\frac{s-iab(n-p)B}{(1+iaB)(1-ibB)} .$$

The numerator has real part $s\neq0$, so $\sigma\neq0$. Since $(1+iaB)(1-ibB)=1+abB^2+i(a-b)B$, multiplying above and below by the conjugate $s+iab(n-p)B$ gives

$$\frac1\sigma=\frac{\big(1+abB^2+i(a-b)B\big)\big(s+iab(n-p)B\big)}{D},\qquad D=s^2+a^2b^2(n-p)^2B^2 .$$

The real part of the numerator is

$$s+abB^2\big[na+pb-(a-b)(n-p)\big]=s+ab(nb+pa)B^2,$$

which is the formula you fit. The imaginary part is

$$B\big[s(a-b)+ab(n-p)+a^2b^2(n-p)B^2\big]=B\big[na^2-pb^2+a^2b^2(n-p)B^2\big],$$

and divided by $D$ it is the Hall component.

**One carrier type.** For $p=0$ the numerator is $na(1+b^2B^2)$ and $D=(na)^2(1+b^2B^2)$. The field cancels, leaving $1/(na)$.

**Equal densities.** For $n=p$ we have $s=n(a+b)$, the numerator is $s(1+abB^2)$ and $D=s^2$. The resistivity is $(1+abB^2)/s$.

**Change with field.** Subtracting the zero-field value $1/s$ gives

$$\operatorname{Re}\frac1\sigma-\frac1s=\frac{abB^2\big[s(nb+pa)-ab(n-p)^2\big]}{sD}=\frac{ab\,np\,(a+b)^2B^2}{sD},$$

because $s(nb+pa)=ab(n^2+p^2)+np(a^2+b^2)$. For $B\neq0$ this is positive if $p>0$ and zero if $p=0$.

**High field.** For $n\neq p$, divide numerator and denominator by $B^2$:

$$\frac{s/B^2+ab(nb+pa)}{s^2/B^2+a^2b^2(n-p)^2}\;\longrightarrow\;\frac{nb+pa}{ab(n-p)^2}.$$

Near compensation this limit becomes very large. The resistivity then follows the quadratic law closely as long as $ab|n-p|B\ll s$, so a measured curve without a plateau may only mean that the field was too small.

Here is the complete file.

```lean
import Mathlib

open Complex Filter Topology

namespace TwoCarrierMagnetoresistance

noncomputable section

/-- Complex Drude conductivity of carriers with density `n` and mobility `μ` in a
perpendicular field `B`, with the carrier charge set to one. -/
def carrierConductivity (n μ B : ℝ) : ℂ := (n * μ : ℂ) / (1 + I * μ * B)

/-- Total conductivity of electrons (density `n`, mobility `a`) and holes (density `p`,
mobility `b`), which see opposite signs of the field. -/
def conductivity (n p a b B : ℝ) : ℂ :=
  carrierConductivity n a B + carrierConductivity p b (-B)

/-- Complex resistivity: the inverse of the total conductivity. -/
def resistivity (n p a b B : ℝ) : ℂ := (conductivity n p a b B)⁻¹

/-- The Drude denominator `1 + iμB` never vanishes for real mobility and field. -/
lemma drude_denominator_ne_zero (μ B : ℝ) : (1 + I * μ * B : ℂ) ≠ 0 := by
  intro h
  have h' := congrArg Complex.re h
  simp at h'

/-- The steady Drude balance `j = nμE - iμBj` holds exactly when the current is the Drude
conductivity times the electric field. -/
theorem drude_balance_iff (n μ B : ℝ) (E j : ℂ) :
    j = n * μ * E - I * μ * B * j ↔ j = carrierConductivity n μ B * E := by
  unfold carrierConductivity
  rw [div_mul_eq_mul_div, eq_div_iff (drude_denominator_ne_zero μ B)]
  constructor <;> intro h <;> linear_combination h

/-- The denominator `1 - iμB` of the oppositely charged carriers never vanishes. -/
lemma hole_denominator_ne_zero (μ B : ℝ) : (1 - I * μ * B : ℂ) ≠ 0 := by
  intro h
  apply drude_denominator_ne_zero μ (-B)
  push_cast
  linear_combination h

/-- The electron and hole conductivities brought to a common denominator. -/
theorem conductivity_eq (n p a b B : ℝ) :
    conductivity n p a b B =
      ((n * a + p * b : ℂ) - I * (a * b * (n - p) * B)) /
        ((1 + I * a * B) * (1 - I * b * B)) := by
  have e : (1 + I * b * ((-B : ℝ) : ℂ)) = 1 - I * b * B := by
    push_cast
    ring
  unfold conductivity carrierConductivity
  rw [e, div_add_div _ _ (drude_denominator_ne_zero a B) (hole_denominator_ne_zero b B)]
  congr 1
  ring

/-- Two-carrier magnetotransport: if the zero-field conductivity `na + pb` is nonzero, the
conductivity is nonzero in every field, and the real (longitudinal) and imaginary (Hall)
parts of the resistivity are the stated rational functions of `B`. -/
theorem two_carrier_resistivity (n p a b B : ℝ) (hs : n * a + p * b ≠ 0) :
    conductivity n p a b B ≠ 0 ∧
    (resistivity n p a b B).re =
      (n * a + p * b + a * b * (n * b + p * a) * B ^ 2) /
        ((n * a + p * b) ^ 2 + a ^ 2 * b ^ 2 * (n - p) ^ 2 * B ^ 2) ∧
    (resistivity n p a b B).im =
      (B * (n * a ^ 2 - p * b ^ 2 + a ^ 2 * b ^ 2 * (n - p) * B ^ 2)) /
        ((n * a + p * b) ^ 2 + a ^ 2 * b ^ 2 * (n - p) ^ 2 * B ^ 2) := by
  have hN : ((n * a + p * b : ℂ) - I * (a * b * (n - p) * B)) ≠ 0 := by
    intro h
    apply hs
    have h' := congrArg Complex.re h
    simpa using h'
  have hD := mul_ne_zero (drude_denominator_ne_zero a B) (hole_denominator_ne_zero b B)
  have hden : (n * a + p * b) ^ 2 + a ^ 2 * b ^ 2 * (n - p) ^ 2 * B ^ 2 ≠ 0 := by
    have h1 : 0 < (n * a + p * b) ^ 2 :=
      lt_of_le_of_ne (sq_nonneg _) (Ne.symm (pow_ne_zero 2 hs))
    have h2 : 0 ≤ a ^ 2 * b ^ 2 * (n - p) ^ 2 * B ^ 2 := by positivity
    linarith
  have hdenC : ((n * a + p * b) ^ 2 + a ^ 2 * b ^ 2 * (n - p) ^ 2 * B ^ 2 : ℂ) ≠ 0 := by
    exact_mod_cast hden
  -- the inverse conductivity, split into its real and imaginary parts
  have h : resistivity n p a b B =
      (((n * a + p * b + a * b * (n * b + p * a) * B ^ 2) /
        ((n * a + p * b) ^ 2 + a ^ 2 * b ^ 2 * (n - p) ^ 2 * B ^ 2) : ℝ) : ℂ) +
      (((B * (n * a ^ 2 - p * b ^ 2 + a ^ 2 * b ^ 2 * (n - p) * B ^ 2)) /
        ((n * a + p * b) ^ 2 + a ^ 2 * b ^ 2 * (n - p) ^ 2 * B ^ 2) : ℝ) : ℂ) * I := by
    unfold resistivity
    rw [conductivity_eq, inv_div]
    push_cast
    rw [div_mul_eq_mul_div, ← add_div, div_eq_div_iff hN hdenC]
    linear_combination
      ((B * (n * a ^ 2 - p * b ^ 2 + a ^ 2 * b ^ 2 * (n - p) * B ^ 2)) *
          (a * b * (n - p) * B) -
        a * b * B ^ 2 *
          ((n * a + p * b) ^ 2 + a ^ 2 * b ^ 2 * (n - p) ^ 2 * B ^ 2) : ℂ) * Complex.I_sq
  have hre : ∀ r t : ℝ, ((r : ℂ) + t * I).re = r := by intro r t; simp
  have him : ∀ r t : ℝ, ((r : ℂ) + t * I).im = t := by intro r t; simp
  refine ⟨?_, ?_, ?_⟩
  · rw [conductivity_eq]
    exact div_ne_zero hN hD
  · rw [h, hre]
  · rw [h, him]

/-- With one carrier type only, the longitudinal resistivity times `na` is one in every
field. -/
theorem single_carrier (n a b B : ℝ) (hn : n ≠ 0) (ha : a ≠ 0) :
    (resistivity n 0 a b B).re * (n * a) = 1 := by
  have hs : n * a + 0 * b ≠ 0 := by
    rw [zero_mul, add_zero]
    exact mul_ne_zero hn ha
  have hden : (n * a + 0 * b) ^ 2 + a ^ 2 * b ^ 2 * (n - 0) ^ 2 * B ^ 2 ≠ 0 := by
    have e : (n * a + 0 * b) ^ 2 + a ^ 2 * b ^ 2 * (n - 0) ^ 2 * B ^ 2 =
        (n * a) ^ 2 * (1 + (b * B) ^ 2) := by ring
    rw [e]
    positivity
  rw [(two_carrier_resistivity n 0 a b B hs).2.1, div_mul_eq_mul_div, div_eq_iff hden]
  ring

/-- With equal electron and hole densities, the longitudinal resistivity times the
zero-field conductivity is `1 + abB²`. -/
theorem compensated (n a b B : ℝ) (hn : n ≠ 0) (hab : a + b ≠ 0) :
    (resistivity n n a b B).re * (n * (a + b)) = 1 + a * b * B ^ 2 := by
  have hs : n * a + n * b ≠ 0 := by
    rw [← mul_add]
    exact mul_ne_zero hn hab
  have hden : (n * a + n * b) ^ 2 + a ^ 2 * b ^ 2 * (n - n) ^ 2 * B ^ 2 ≠ 0 := by
    have e : (n * a + n * b) ^ 2 + a ^ 2 * b ^ 2 * (n - n) ^ 2 * B ^ 2 =
        (n * (a + b)) ^ 2 := by ring
    rw [e]
    exact pow_ne_zero 2 (mul_ne_zero hn hab)
  rw [(two_carrier_resistivity n n a b B hs).2.1, div_mul_eq_mul_div, div_eq_iff hden]
  ring

/-- The longitudinal resistivity exceeds its zero-field value by `abnp(a + b)²B² / (sD)`, where `s =
na + pb` and `D = s² + a²b²(n - p)²B²`. -/
theorem excess_resistivity (n p a b B : ℝ) (hn : 0 < n) (hp : 0 ≤ p) (ha : 0 < a)
    (hb : 0 < b) :
    (resistivity n p a b B).re - (resistivity n p a b 0).re =
      a * b * n * p * (a + b) ^ 2 * B ^ 2 /
        ((n * a + p * b) *
          ((n * a + p * b) ^ 2 + a ^ 2 * b ^ 2 * (n - p) ^ 2 * B ^ 2)) := by
  have hs : n * a + p * b ≠ 0 := by positivity
  have hden : (n * a + p * b) ^ 2 + a ^ 2 * b ^ 2 * (n - p) ^ 2 * B ^ 2 ≠ 0 := by
    positivity
  have h0 : (resistivity n p a b 0).re = 1 / (n * a + p * b) := by
    rw [(two_carrier_resistivity n p a b 0 hs).2.1,
      div_eq_div_iff (by positivity) hs]
    ring
  rw [h0, (two_carrier_resistivity n p a b B hs).2.1, div_sub_div _ _ hden hs,
    div_eq_div_iff (mul_ne_zero hden hs) (mul_ne_zero hs hden)]
  ring

/-- In a nonzero field the longitudinal resistivity equals its zero-field value exactly when
there are no holes. -/
theorem no_magnetoresistance_iff (n p a b B : ℝ) (hn : 0 < n) (hp : 0 ≤ p) (ha : 0 < a)
    (hb : 0 < b) (hB : B ≠ 0) :
    (resistivity n p a b B).re = (resistivity n p a b 0).re ↔ p = 0 := by
  have h := excess_resistivity n p a b B hn hp ha hb
  constructor
  · intro e
    rw [e, sub_self] at h
    by_contra hp0
    have hp' : 0 < p := lt_of_le_of_ne hp (Ne.symm hp0)
    have hpos : 0 < a * b * n * p * (a + b) ^ 2 * B ^ 2 /
        ((n * a + p * b) *
          ((n * a + p * b) ^ 2 + a ^ 2 * b ^ 2 * (n - p) ^ 2 * B ^ 2)) := by positivity
    linarith
  · intro h0
    apply sub_eq_zero.mp
    rw [h, h0]
    simp

/-- For unequal densities the longitudinal resistivity tends to
`(nb + pa) / (ab(n - p)²)` as the field grows. -/
theorem saturation (n p a b : ℝ) (hn : 0 < n) (hp : 0 ≤ p) (ha : 0 < a) (hb : 0 < b)
    (hnp : n ≠ p) :
    Tendsto (fun B : ℝ => (resistivity n p a b B).re) atTop
      (𝓝 ((n * b + p * a) / (a * b * (n - p) ^ 2))) := by
  have hs : n * a + p * b ≠ 0 := by positivity
  have hd : n - p ≠ 0 := sub_ne_zero.mpr hnp
  have hc : a ^ 2 * b ^ 2 * (n - p) ^ 2 ≠ 0 := by positivity
  have hinv : Tendsto (fun B : ℝ => (B ^ 2)⁻¹) atTop (𝓝 0) :=
    tendsto_inv_atTop_zero.comp (tendsto_pow_atTop two_ne_zero)
  -- numerator and denominator after division by the square of the field
  have hnum := (hinv.const_mul (n * a + p * b)).add_const (a * b * (n * b + p * a))
  have hdn := (hinv.const_mul ((n * a + p * b) ^ 2)).add_const
    (a ^ 2 * b ^ 2 * (n - p) ^ 2)
  simp only [mul_zero, zero_add] at hnum hdn
  have hlim := hnum.div hdn hc
  have hval : a * b * (n * b + p * a) / (a ^ 2 * b ^ 2 * (n - p) ^ 2) =
      (n * b + p * a) / (a * b * (n - p) ^ 2) := by
    rw [div_eq_div_iff hc (by positivity)]
    ring
  rw [hval] at hlim
  refine hlim.congr' ?_
  filter_upwards [eventually_gt_atTop (0 : ℝ)] with B hB
  have hB2 : B ^ 2 ≠ 0 := by positivity
  have key : ∀ u v : ℝ, u * (B ^ 2)⁻¹ + v = (u + v * B ^ 2) / B ^ 2 := by
    intro u v
    rw [add_div, mul_div_cancel_right₀ _ hB2, div_eq_mul_inv]
  simp only [Pi.div_apply]
  rw [(two_carrier_resistivity n p a b B hs).2.1, key, key,
    div_div_div_cancel_right₀ hB2]

end

end TwoCarrierMagnetoresistance
```

```lean
#print axioms TwoCarrierMagnetoresistance.two_carrier_resistivity
-- 'TwoCarrierMagnetoresistance.two_carrier_resistivity' depends on axioms: [propext, Classical.choice, Quot.sound]
#print axioms TwoCarrierMagnetoresistance.compensated
-- 'TwoCarrierMagnetoresistance.compensated' depends on axioms: [propext, Classical.choice, Quot.sound]
#print axioms TwoCarrierMagnetoresistance.no_magnetoresistance_iff
-- 'TwoCarrierMagnetoresistance.no_magnetoresistance_iff' depends on axioms: [propext, Classical.choice, Quot.sound]
#print axioms TwoCarrierMagnetoresistance.saturation
-- 'TwoCarrierMagnetoresistance.saturation' depends on axioms: [propext, Classical.choice, Quot.sound]
```

### How the definitions and hypotheses map to the physics

`carrierConductivity n μ B` is the complex Drude conductivity of one carrier type, and `drude_balance_iff` ties it to the force balance: the balance holds exactly when the current is this conductivity times `E`. `conductivity` adds electrons in the field `B` to holes in the field `-B`, and `resistivity` is the complex inverse of the sum. Densities, mobilities and the field are real numbers; `E` and `j` are complex.

With the carrier charge $e$ restored, conductivities are multiplied by $e$ and resistivities divided by it, while $\mu B$ stays dimensionless. The imaginary part of the resistivity is $\rho_{yx}$. Its sign follows from the minus sign in the balance: for negatively charged electrons, positive `B` is a field along $-z$ in right-handed axes. The longitudinal part is even in $B$ and doesn't depend on this choice.

- `two_carrier_resistivity` assumes only that the zero-field conductivity $na+pb$ is nonzero. It concludes that the conductivity is nonzero in every field and gives both parts of the resistivity.
- `single_carrier` and `compensated` are stated as products: the resistivity times $na$ is 1, and the resistivity times $n(a+b)$ is $1+abB^2$. Your positivity conditions allow the division that returns your form.
- `excess_resistivity` gives the change with field, and `no_magnetoresistance_iff` says that in any nonzero field the resistivity keeps its zero-field value exactly when $p=0$.
- `saturation` gives the limit for $n\neq p$ as `B` goes to $+\infty$. Like the two theorems in the previous item, it assumes $n,a,b>0$ and $p\ge 0$.

The force balance is postulated. It stands for carriers whose momentum relaxes at a constant rate in an isotropic plane, with electrons and holes conducting in parallel. Densities and mobilities don't change with the field. Anisotropic bands, Landau quantisation, scattering between the two carrier types and the geometry of the sample are all absent. Within this classical, non-interacting model, the result connects carrier densities from an electronic-structure calculation, together with mobilities, to a magnetoresistance curve.

### How the proof follows the algebra

`drude_denominator_ne_zero` takes real parts: if $1+i\mu B$ were zero, then 1 would be zero. `hole_denominator_ne_zero` is the same fact with the field reversed. With the first of these, `drude_balance_iff` clears the denominator, and `linear_combination` rearranges the balance in both directions. `conductivity_eq` is the common-denominator step.

In `two_carrier_resistivity`, `hN` shows that the numerator of $\sigma$ is nonzero because its real part is $s$, and `hden` shows $D\neq0$ because $D$ is a positive square plus a nonnegative term. The central step `h` differs a little from the derivation above. Instead of multiplying by the conjugate, it writes down the final real and imaginary parts and verifies that together they equal $1/\sigma$. After cross-multiplication this is a polynomial identity that holds once $i^2=-1$ is used, and the `linear_combination` line supplies the multiple of `Complex.I_sq` that is needed. The two components are then read off.

The special cases insert $p=0$ or $p=n$, check that the denominator is nonzero, and leave the cancellation to `ring`. `excess_resistivity` first finds the zero-field value $1/s$, then subtracts the fractions; the identity that produces $np(a+b)^2$ is again settled by `ring`. For `no_magnetoresistance_iff`, a positive $p$ would make the excess strictly positive, which contradicts equal resistivities, and $p=0$ makes it vanish.

`saturation` starts from $1/B^2\to0$, recorded as `hinv`. It builds the limits of the divided numerator and denominator, `hnum` and `hdn`, and takes their quotient, which is allowed because $a^2b^2(n-p)^2\neq0$. The last lines show that for $B>0$ the divided fraction equals the resistivity, so both have the same limit.
